# Triple excitations do not couple directly to their Slater determinant through a one- plus two-body Hamiltonian

In Lean 4 with Mathlib:

```lean
import Mathlib

open scoped InnerProductSpace

namespace SlaterCondonTriples

noncomputable section

section Rules

variable {ι V : Type*} [DecidableEq ι] [NormedAddCommGroup V] [InnerProductSpace ℂ V]
```

The type `ι` labels orthonormal spin orbitals, and `V` is a complex inner product space of states, possibly infinite-dimensional. The inner product $\langle x,y\rangle$ is conjugate-linear in $x$. `Module.End ℂ V` is the type of linear operators defined on all of `V`.

```lean
/-- Fermionic annihilators `a` and creators `c`: the canonical anticommutation relations,
with `c p` adjoint to `a p`. -/
structure Fermion (a c : ι → Module.End ℂ V) : Prop where
  anti : ∀ p q x, a p (a q x) + a q (a p x) = 0
  mixed : ∀ p q x, a p (c q x) + c q (a p x) = if p = q then x else 0
  adj : ∀ p x y, ⟪c p x, y⟫_ℂ = ⟪x, a p y⟫_ℂ
```

`Fermion a c` is the proposition that, for all orbitals $p,q$ and states $x,y$,

$$a_pa_q+a_qa_p=0,\quad a_pc_q+c_qa_p=\delta_{pq},\quad \langle c_px,y\rangle=\langle x,a_py\rangle .$$

The creators' own anticommutation relation is derived below.

```lean
/-- The ordered product of the operators `f p` along a list of orbitals. -/
def ladder (f : ι → Module.End ℂ V) : List ι → Module.End ℂ V
  | [] => 1
  | p :: L => f p * ladder f L
```

For a list $L=[p_1,\dots,p_n]$, `ladder f L` is $f_L=f_{p_1}\cdots f_{p_n}$. The empty list gives the identity.

```lean
/-- The vectors killed by every `n`-fold product of operators `f b` with `b` in `K`. -/
def killed (f : ι → Module.End ℂ V) (K : Set ι) : ℕ → Submodule ℂ V
  | 0 => ⊥
  | n + 1 => ⨅ b : K, (killed f K n).comap (f b)
```

Write $N_n$ for `killed a K n`, the states annihilated by every product of $n$ annihilators from the set $K$. Thus $N_0=\{0\}$. When $K$ is the set of virtual orbitals, states in $N_n$ have fewer than $n$ particles there.

```lean
/-- Operators of at most `m`-body type: linear combinations of products of `k` creators
and `k` annihilators with `k ≤ m`. -/
def bodyOps (a c : ι → Module.End ℂ V) (m : ℕ) : Submodule ℂ (Module.End ℂ V) :=
  Submodule.span ℂ {T | ∃ P Q : List ι, P.length = Q.length ∧ P.length ≤ m ∧
    T = ladder c P * ladder a Q}
```

An operator of at most $m$-body type is a linear combination of products $c_Pa_Q$ with equally many creators and annihilators, at most $m$ of each.

```lean
/-- The one- plus two-body Hamiltonian with arbitrary complex coefficients. -/
def hamiltonian [Fintype ι] (a c : ι → Module.End ℂ V) (h : ι → ι → ℂ)
    (g : ι → ι → ι → ι → ℂ) : Module.End ℂ V :=
  (∑ p, ∑ q, h p q • (c p * a q)) +
    ∑ p, ∑ q, ∑ r, ∑ s, g p q r s • (c p * c q * a s * a r)
```

In ordinary notation,

$$H=\sum_{pq}h_{pq}c_pa_q+\sum_{pqrs}g_{pqrs}c_pc_qa_sa_r .$$

The orbital set is finite here. The coefficients are arbitrary, so $H$ need not be Hermitian, and any factor $\tfrac12$ is absorbed in $g$.

## Counting particles in the virtual orbitals

```lean
variable {a c : ι → Module.End ℂ V} {K S : Set ι} {v : V}

/-- The fermionic relations persist when creators and annihilators are exchanged. -/
theorem Fermion.swap (h : Fermion a c) : Fermion c a where
  anti p q x := by
    refine ext_inner_right ℂ fun y => ?_
    rw [inner_add_left, h.adj, h.adj, h.adj, h.adj, ← inner_add_right, h.anti q p y,
      inner_zero_right, inner_zero_left]
  mixed p q x := by
    rw [add_comm, h.mixed q p x]
    by_cases e : p = q
    · simp [e]
    · simp [e, Ne.symm e]
  adj p x y := by
    rw [← inner_conj_symm (a p x) y, ← h.adj p y x, inner_conj_symm]
```

Exchanging $a$ and $c$ preserves the relations. For the first one, take the inner product with any $y$ and move both creators across:

$$\langle (c_pc_q+c_qc_p)x,y\rangle=\langle x,(a_qa_p+a_pa_q)y\rangle=0 .$$

The second relation is symmetric under the exchange, and the third follows by complex conjugation.

```lean
omit [DecidableEq ι] in
/-- A vector is killed by all `(n+1)`-fold products exactly when each `f b` sends it to a
vector killed by all `n`-fold products. -/
theorem mem_killed_succ {f : ι → Module.End ℂ V} {n : ℕ} {x : V} :
    x ∈ killed f K (n + 1) ↔ ∀ b ∈ K, f b x ∈ killed f K n := by
  simp [killed]
```

This unfolds the definition: $x\in N_{n+1}$ exactly when $a_bx\in N_n$ for every $b\in K$.

```lean
/-- Annihilators keep a vector killed by `n`-fold products of annihilators; a product of
creators raises `n` by at most its length. -/
theorem killed_ladder (h : Fermion a c) {n : ℕ} {x : V} (hx : x ∈ killed a K n)
    (L : List ι) :
    ladder a L x ∈ killed a K n ∧ ladder c L x ∈ killed a K (n + L.length) := by
  have ann : ∀ (n : ℕ) (x : V) (p : ι), x ∈ killed a K n → a p x ∈ killed a K n := by
    intro n
    induction n with
    | zero =>
      intro x p hx
      have h0 : x = 0 := by simpa [killed] using hx
      rw [h0, map_zero]
      exact zero_mem _
    | succ n ih =>
      intro x p hx
      refine mem_killed_succ.2 fun b hb => ?_
      rw [eq_neg_of_add_eq_zero_left (h.anti b p x)]
      exact neg_mem (ih _ p (mem_killed_succ.1 hx b hb))
  -- moving an annihilator past a creator costs at most one contraction
  have cre : ∀ (n : ℕ) (x : V) (p : ι), x ∈ killed a K n → c p x ∈ killed a K (n + 1) := by
    intro n
    induction n with
    | zero =>
      intro x p hx
      have h0 : x = 0 := by simpa [killed] using hx
      rw [h0, map_zero]
      exact zero_mem _
    | succ n ih =>
      intro x p hx
      refine mem_killed_succ.2 fun b hb => ?_
      rw [eq_sub_of_add_eq (h.mixed b p x)]
      refine sub_mem ?_ (ih _ p (mem_killed_succ.1 hx b hb))
      split_ifs
      · exact hx
      · exact zero_mem _
  induction L with
  | nil => exact ⟨hx, hx⟩
  | cons p L ih => exact ⟨ann _ _ p ih.1, cre _ _ p ih.2⟩
```

Annihilators preserve $N_n$, and each creator raises $n$ by at most one. Both claims go by induction on $n$, and at $n=0$ the state is zero. For $x\in N_{n+1}$ and $b\in K$,

$$a_ba_px=-a_pa_bx,\qquad a_bc_px=\delta_{bp}x-c_pa_bx .$$

Since $a_bx\in N_n$, the first expression lies in $N_n$, so $a_px\in N_{n+1}$. In the second, both terms lie in $N_{n+1}$, so $c_px\in N_{n+2}$. These steps are `ann` and `cre`; a final induction on the list applies them repeatedly.

```lean
/-- A vector killed by `n`-fold products of annihilators from `K` is orthogonal to every
state made by at least `n` creators from `K`. -/
theorem inner_ladder_eq_zero (h : Fermion a c) (B : List ι) (n : ℕ) (x w : V)
    (hB : ∀ b ∈ B, b ∈ K) (hn : n ≤ B.length) (hx : x ∈ killed a K n) :
    ⟪ladder c B w, x⟫_ℂ = 0 := by
  induction B generalizing n x with
  | nil =>
    obtain rfl : n = 0 := by simpa using hn
    have h0 : x = 0 := by simpa [killed] using hx
    rw [h0, inner_zero_right]
  | cons b B ih =>
    simp only [ladder, Module.End.mul_apply]
    rw [h.adj]
    cases n with
    | zero =>
      have h0 : x = 0 := by simpa [killed] using hx
      rw [h0, map_zero, inner_zero_right]
    | succ n =>
      exact ih n _ (fun q hq => hB q (List.mem_cons_of_mem _ hq))
        (by simp only [List.length_cons] at hn; omega)
        (mem_killed_succ.1 hx b (hB b List.mem_cons_self))
```

Let $x\in N_n$, and let $B$ list at least $n$ orbitals of $K$. Moving the creators across one at a time,

$$\langle c_{b_1}c_{b_2}\cdots w,x\rangle=\langle c_{b_2}\cdots w,a_{b_1}x\rangle=\cdots,$$

lowers $n$ at each step, until the right-hand vector is zero.

## The selection rules

```lean
/-- If `v` is empty outside `S`, an `m`-body operator does not connect it to any state
made by more than `m` creators outside `S`. -/
theorem particle_rule (h : Fermion a c) (hv : ∀ b ∉ S, a b v = 0) {m : ℕ}
    {T : Module.End ℂ V} (hT : T ∈ bodyOps a c m) (B : List ι) (hB : ∀ b ∈ B, b ∉ S)
    (hm : m < B.length) (w : V) : ⟪ladder c B w, T v⟫_ℂ = 0 := by
  have h1 : v ∈ killed a Sᶜ (0 + 1) :=
    mem_killed_succ.2 fun b hb => by rw [hv b hb]; exact zero_mem _
  unfold bodyOps at hT
  induction hT using Submodule.span_induction with
  | mem T hT =>
    obtain ⟨P, Q, _, hP, rfl⟩ := hT
    exact inner_ladder_eq_zero h B (0 + 1 + P.length) _ w hB (by omega)
      (killed_ladder h (killed_ladder h h1 Q).1 P).2
  | zero => simp
  | add X Y _ _ hX hY => rw [LinearMap.add_apply, inner_add_right, hX, hY, add_zero]
  | smul z X _ hX => rw [LinearMap.smul_apply, inner_smul_right, hX, mul_zero]
```

Suppose $a_bv=0$ for every $b\notin S$, so $v\in N_1$ with $K$ the complement of $S$. For one term $c_Pa_Q$ of $T$, $a_Qv$ stays in $N_1$ and $c_Pa_Qv$ lies in $N_{1+|P|}$. Since $1+|P|\le m+1\le|B|$, the previous lemma gives $\langle c_Bw,c_Pa_Qv\rangle=0$. Linearity extends this to all of $T$; that is the `span_induction` step. The state $w$ is arbitrary.

```lean
/-- If `v` is filled on `S`, an `m`-body operator does not connect it to any state made by
more than `m` annihilators in `S`. -/
theorem hole_rule (h : Fermion a c) (hv : ∀ i ∈ S, c i v = 0) {m : ℕ}
    {T : Module.End ℂ V} (hT : T ∈ bodyOps a c m) (I : List ι) (hI : ∀ i ∈ I, i ∈ S)
    (hm : m < I.length) (w : V) : ⟪ladder a I w, T v⟫_ℂ = 0 := by
  have h1 : v ∈ killed c S (0 + 1) :=
    mem_killed_succ.2 fun b hb => by rw [hv b hb]; exact zero_mem _
  unfold bodyOps at hT
  induction hT using Submodule.span_induction with
  | mem T hT =>
    obtain ⟨P, Q, hPQ, hP, rfl⟩ := hT
    exact inner_ladder_eq_zero h.swap I (0 + 1 + Q.length) _ w hI (by omega)
      (killed_ladder h.swap (killed_ladder h.swap h1 Q).2 P).1
  | zero => simp
  | add X Y _ _ hX hY => rw [LinearMap.add_apply, inner_add_right, hX, hY, add_zero]
  | smul z X _ hX => rw [LinearMap.smul_apply, inner_smul_right, hX, mul_zero]
```

The same argument with $a$ and $c$ exchanged covers more than $m$ holes in a filled $S$, where "filled" means $c_iv=0$ for $i\in S$. Now the annihilators raise the count, and $|Q|=|P|\le m$ bounds it.

```lean
/-- Slater-Condon rule for triples: for `v` empty outside `S` and `b, d, e` outside `S`,
the one- plus two-body Hamiltonian has no matrix element between `v` and
`c_b c_d c_e a_k a_j a_i v`. -/
theorem triples_do_not_couple [Fintype ι] (h : Fermion a c) (hv : ∀ b ∉ S, a b v = 0)
    (t : ι → ι → ℂ) (g : ι → ι → ι → ι → ℂ) (i j k : ι) {b d e : ι}
    (hb : b ∉ S) (hd : d ∉ S) (he : e ∉ S) :
    ⟪c b (c d (c e (a k (a j (a i v))))), hamiltonian a c t g v⟫_ℂ = 0 := by
  have hH : hamiltonian a c t g ∈ bodyOps a c 2 := by
    refine add_mem (sum_mem fun p _ => sum_mem fun q _ => Submodule.smul_mem _ _ ?_)
      (sum_mem fun p _ => sum_mem fun q _ => sum_mem fun r _ => sum_mem fun s _ =>
        Submodule.smul_mem _ _ ?_)
    · exact Submodule.subset_span ⟨[p], [q], rfl, by simp, by simp [ladder]⟩
    · exact Submodule.subset_span
        ⟨[p, q], [s, r], rfl, by simp, by simp [ladder, mul_assoc]⟩
  exact particle_rule h hv hH [b, d, e] (by simp [hb, hd, he]) (by simp) (a k (a j (a i v)))
```

Each term of $H$ is at most two-body, so `hH` places $H$ in `bodyOps a c 2`. Taking $B=[b,d,e]$ and $w=a_ka_ja_iv$ gives

$$\langle c_bc_dc_ea_ka_ja_iv,Hv\rangle=0 .$$

The one-body coefficients are called `t` here because `h` names the fermionic relations. Only emptiness outside $S$ is required of $v$; the orbitals $i,j,k$ are unrestricted.

In configuration interaction with a finite orthonormal orbital set and at most two-body forces, this gives zero blocks between a single-determinant reference and its triples. The Slater-Condon formulas for the nonzero elements, in terms of integrals, are not derived here.

## The bound is sharp: a suitable $m$-body operator reaches $m$-fold excitations

```lean
/-- Creating particles in distinct empty orbitals preserves the norm. -/
theorem inner_ladder_self (h : Fermion a c) (B : List ι) (hB : B.Nodup) (x : V)
    (hx : ∀ b ∈ B, a b x = 0) : ⟪ladder c B x, ladder c B x⟫_ℂ = ⟪x, x⟫_ℂ := by
  induction B with
  | nil => rfl
  | cons b B ih =>
    obtain ⟨hb, hB⟩ := List.nodup_cons.1 hB
    -- orbital b is still empty after the other creators have acted
    have empty : ∀ L : List ι, b ∉ L → a b (ladder c L x) = 0 := by
      intro L
      induction L with
      | nil => exact fun _ => hx b List.mem_cons_self
      | cons q L ihL =>
        intro hq
        rw [List.mem_cons, not_or] at hq
        simp only [ladder, Module.End.mul_apply]
        rw [eq_sub_of_add_eq (h.mixed b q _), if_neg hq.1, ihL hq.2, map_zero, sub_zero]
    simp only [ladder, Module.End.mul_apply]
    rw [h.adj, eq_sub_of_add_eq (h.mixed b b _), if_pos rfl, empty B hb, map_zero, sub_zero]
    exact ih hB fun q hq => hx q (List.mem_cons_of_mem _ hq)
```

If $b$ is empty in $y$, then

$$\langle c_by,c_by\rangle=\langle y,a_bc_by\rangle=\langle y,y\rangle-\langle y,c_ba_by\rangle=\langle y,y\rangle .$$

Because the list has no repetitions (`Nodup`), each orbital is still empty when its creator acts.

```lean
/-- For `v` filled on `S` and empty elsewhere, a product of `m` creators in distinct orbitals
outside `S` and `m` annihilators in distinct orbitals of `S` is of at most `m`-body type, and its
matrix element between `v` and the excitation it produces is `⟪v, v⟫`. -/
theorem excitation_couples (h : Fermion a c) (hocc : ∀ i ∈ S, c i v = 0)
    (hvir : ∀ b ∉ S, a b v = 0) {m : ℕ} (B I : List ι) (hB : B.Nodup) (hI : I.Nodup)
    (hBS : ∀ b ∈ B, b ∉ S) (hIS : ∀ i ∈ I, i ∈ S) (hBm : B.length = m)
    (hIm : I.length = m) :
    ladder c B * ladder a I ∈ bodyOps a c m ∧
      ⟪ladder c B (ladder a I v), (ladder c B * ladder a I) v⟫_ℂ = ⟪v, v⟫_ℂ := by
  refine ⟨Submodule.subset_span ⟨B, I, by omega, by omega, rfl⟩, ?_⟩
  have h1 : v ∈ killed a Sᶜ (0 + 1) :=
    mem_killed_succ.2 fun b hb => by rw [hvir b hb]; exact zero_mem _
  rw [Module.End.mul_apply, inner_ladder_self h B hB]
  · exact inner_ladder_self h.swap I hI v fun i hi => hocc i (hIS i hi)
  · intro b hb
    simpa [killed] using mem_killed_succ.1 (killed_ladder h h1 I).1 b (hBS b hb)

end Rules
```

For $m$ distinct virtuals $B$ and $m$ distinct occupied orbitals $I$, the operator $T=c_Ba_I$ is $m$-body and $\langle c_Ba_Iv,Tv\rangle=\langle v,v\rangle$. This uses norm preservation twice, for the particles and then, with $a$ and $c$ exchanged, for the holes; the virtuals are still empty after $a_I$ has acted. For a unit vector $v$ the element is 1.

## Determinants in a finite Fock space

```lean
section Fock

variable {ι : Type*} [Fintype ι] [LinearOrder ι]

/-- The fermionic sign: one factor `-1` for each occupied orbital below `p`. -/
def sgn (p : ι) (s : Finset ι) : ℂ := ∏ q ∈ s, if q < p then -1 else 1
```

For finitely many ordered orbitals, $\sigma_p(s)$ is $-1$ to the number of orbitals in $s$ below $p$.

```lean
/-- The annihilator of orbital `p` on occupation-number amplitudes. -/
def fockA (p : ι) : Module.End ℂ (EuclideanSpace ℂ (Finset ι)) where
  toFun f := WithLp.toLp 2 fun s => if p ∈ s then 0 else sgn p s * f.ofLp (insert p s)
  map_add' f g := by ext s; by_cases h : p ∈ s <;> simp [h, mul_add]
  map_smul' z f := by ext s; by_cases h : p ∈ s <;> simp [h, mul_left_comm]
```

A state assigns an amplitude $f(s)$ to each occupied set $s$. The annihilator gives $(a_pf)(s)=\sigma_p(s)f(s\cup\{p\})$ if $p\notin s$, and zero otherwise.

```lean
/-- The creator of orbital `p` on occupation-number amplitudes. -/
def fockC (p : ι) : Module.End ℂ (EuclideanSpace ℂ (Finset ι)) where
  toFun f := WithLp.toLp 2 fun s => if p ∈ s then sgn p s * f.ofLp (s.erase p) else 0
  map_add' f g := by ext s; by_cases h : p ∈ s <;> simp [h, mul_add]
  map_smul' z f := by ext s; by_cases h : p ∈ s <;> simp [h, mul_left_comm]
```

The creator gives $(c_pf)(s)=\sigma_p(s)f(s\setminus\{p\})$ if $p\in s$, and zero otherwise.

```lean
/-- The determinant in which exactly the orbitals of `S` are occupied. -/
def determinant (S : Finset ι) : EuclideanSpace ℂ (Finset ι) :=
  WithLp.toLp 2 fun s => if s = S then 1 else 0
```

This is $|S\rangle$, with amplitude 1 on $S$ and 0 elsewhere.

```lean
/-- The operators on Fock space satisfy the fermionic relations, and the determinant of `S`
is a unit vector filled on `S` and empty elsewhere. -/
theorem fermion_witness (S : Finset ι) :
    Fermion (fockA (ι := ι)) fockC ∧ (∀ i ∈ S, fockC i (determinant S) = 0) ∧
      (∀ b ∉ S, fockA b (determinant S) = 0) ∧
      ⟪determinant S, determinant S⟫_ℂ = 1 := by
  have ins : ∀ (p q : ι) (s : Finset ι), q ∉ s →
      sgn p (insert q s) = (if q < p then -1 else 1) * sgn p s :=
    fun p q s hq => Finset.prod_insert hq
  have era : ∀ (p q : ι) (s : Finset ι), q ∈ s →
      sgn p s = (if q < p then -1 else 1) * sgn p (s.erase q) := by
    intro p q s hq
    rw [← ins p q (s.erase q) (by simp), Finset.insert_erase hq]
  have sq : ∀ (p : ι) (s : Finset ι) (z : ℂ), sgn p s * (sgn p s * z) = z := by
    intro p s z
    have h1 : sgn p s * sgn p s = 1 := by
      rw [sgn, ← Finset.prod_mul_distrib]
      exact Finset.prod_eq_one fun q _ => by split_ifs <;> norm_num
    rw [← mul_assoc, h1, one_mul]
  have real : ∀ (p : ι) (s : Finset ι), (starRingEnd ℂ) (sgn p s) = sgn p s := by
    intro p s
    rw [sgn, map_prod]
    exact Finset.prod_congr rfl fun q _ => by split_ifs <;> simp
  refine ⟨⟨?_, ?_, ?_⟩, ?_, ?_, ?_⟩
  · intro p q x
    ext s
    by_cases hpq : p = q
    · subst hpq
      simp [fockA]
    by_cases hp : p ∈ s
    · simp [fockA, hp]
    by_cases hq : q ∈ s
    · simp [fockA, hq]
    -- the two orders of removal differ by one sign
    have e := Finset.insert_comm q p s
    rcases lt_or_gt_of_ne hpq with l | l <;>
      simp [fockA, hp, hq, hpq, Ne.symm hpq, ins, l, lt_asymm l, e] <;> ring
  · intro p q x
    ext s
    by_cases hpq : p = q
    · subst hpq
      by_cases hp : p ∈ s
      · have e : sgn p (s.erase p) = sgn p s := by simpa using (era p p s hp).symm
        simp [fockA, fockC, hp, e, sq]
      · simp [fockA, fockC, hp, ins, sq]
    by_cases hp : p ∈ s
    · simp [fockA, fockC, hp, hpq]
    by_cases hq : q ∈ s
    · have e := Finset.erase_insert_of_ne (s := s) hpq
      have e' := era p q s hq
      rcases lt_or_gt_of_ne hpq with l | l <;>
        simp [fockA, fockC, hp, hq, hpq, ins, l, lt_asymm l, e, e'] <;> ring
    · simp [fockA, fockC, hq, hpq, Ne.symm hpq]
  · intro p x y
    simp only [PiLp.inner_apply]
    -- pair each configuration with the one differing in the occupation of p
    refine Finset.sum_nbij' (fun s => if p ∈ s then s.erase p else insert p s)
      (fun s => if p ∈ s then s.erase p else insert p s) (by simp) (by simp) ?_ ?_ ?_
    · intro s _
      by_cases hs : p ∈ s <;> simp [hs]
    · intro s _
      by_cases hs : p ∈ s <;> simp [hs]
    · intro s _
      by_cases hs : p ∈ s
      · have e : sgn p (s.erase p) = sgn p s := by simpa using (era p p s hs).symm
        simp [fockA, fockC, hs, e, real]
        ring
      · simp [fockA, fockC, hs]
  · intro p hp
    ext s
    have e : s.erase p ≠ S := fun e => by
      rw [← e] at hp
      simp at hp
    simp [fockC, determinant, e]
  · intro p hp
    ext s
    have e : insert p s ≠ S := fun e => hp (e ▸ Finset.mem_insert_self p s)
    simp [fockA, determinant, e]
  · rw [PiLp.inner_apply, Finset.sum_eq_single S]
    · simp [determinant]
    · intro s _ hs
      simp [determinant, hs]
    · intro hS
      exact absurd (Finset.mem_univ S) hS

end Fock

end

end SlaterCondonTriples
```

These operators satisfy `Fermion`, and $|S\rangle$ is a unit vector filled on $S$ and empty elsewhere, so the rules apply to actual determinants. The proof checks amplitudes case by case: for $p\ne q$, exchanging two operators changes one sign. Adjointness follows by pairing configurations that differ only in the occupation of $p$.

```lean
#print axioms SlaterCondonTriples.hole_rule
#print axioms SlaterCondonTriples.triples_do_not_couple
#print axioms SlaterCondonTriples.excitation_couples
```

```
'SlaterCondonTriples.hole_rule' depends on axioms: [propext, Classical.choice, Quot.sound]
'SlaterCondonTriples.triples_do_not_couple' depends on axioms: [propext, Classical.choice, Quot.sound]
'SlaterCondonTriples.excitation_couples' depends on axioms: [propext, Classical.choice, Quot.sound]
```

## Six orbitals with numbers

Take orbitals $1,\dots,6$, $v=|123\rangle$ and $H=2c_4a_1+5c_4c_5a_2a_1$. The signs above give

$$Hv=2|234\rangle+5|345\rangle,\qquad c_4c_5c_6a_3a_2a_1v=|456\rangle .$$

The overlap is zero. Adding the three-body term $7c_4c_5c_6a_3a_2a_1$ to $H$ changes it to 7. Neither operator is Hermitian, but adding its adjoint would not change these numbers, because the adjoint terms annihilate particles in orbitals that are empty in $v$.
